# Local convergence of linear mixing for a one-variable SCF map, differentiable at its fixed point, when the mixing parameter times the dielectric value there lies strictly between 0 and 2

In this model a self-consistent-field (SCF) iteration is reduced to a real function `g` of one real variable, and linear mixing replaces the input x by x + α(g(x) − x). The theorem `converges_of_stable` assumes that `g` is differentiable at a fixed point `xs` and that α(1 − g′(xs)) lies strictly between 0 and 2, where 1 − g′(xs) is the dielectric value. It concludes that every mixing sequence started close enough to `xs` converges to `xs`. The proof writes m for the slope 1 − α(1 − g′(xs)) of the mixed map at `xs` and shows that near `xs` each step shrinks the error at least by the factor (1 + |m|)/2, which is less than 1. The error after n steps is then at most the nth power of this factor times the initial error, and the attempt ends by squeezing the distance to `xs` between zero and this bound.

An attempt in Lean 4 with a fault in it:

```lean
import Mathlib

open Filter Topology

namespace ConvergesOfStable

noncomputable section

/-- Linear mixing: the new input is the old input `x` plus the fraction `α` of the
residual `g x - x`. -/
def mix (g : ℝ → ℝ) (α x : ℝ) : ℝ := x + α * (g x - x)

/-- The dielectric value `1 - g'(xs)` of an SCF map `g` that is differentiable at `xs`. -/
def dielectric (g : ℝ → ℝ) (xs : ℝ) : ℝ := 1 - deriv g xs

/-- If the SCF map is differentiable at `xs`, the mixed map has slope `1 - α * lambda` there,
where `lambda` is the dielectric value. -/
theorem mix_hasDerivAt {g : ℝ → ℝ} {xs : ℝ} (hg : DifferentiableAt ℝ g xs) (α : ℝ) :
    HasDerivAt (mix g α) (1 - α * dielectric g xs) xs := by
  have h : HasDerivAt (mix g α) (1 + α * (deriv g xs - 1)) xs :=
    (hasDerivAt_id' xs).fun_add
      ((hg.hasDerivAt.fun_sub (hasDerivAt_id' xs)).const_mul α)
  exact h.congr_deriv (by unfold dielectric; ring)

/-- Near a fixed point at which a map has slope `m`, the error after one step is `m` times the
old error, up to an arbitrarily small fraction `ε` of the old error. -/
theorem error_linearisation {f : ℝ → ℝ} {xs m ε : ℝ} (hf : HasDerivAt f m xs)
    (hfix : f xs = xs) (hε : 0 < ε) :
    ∃ δ > 0, ∀ x, |x - xs| < δ → |f x - xs - (x - xs) * m| ≤ ε * |x - xs| := by
  obtain ⟨δ, hδ, h⟩ :=
    Metric.eventually_nhds_iff.mp ((hasDerivAt_iff_isLittleO.mp hf).def hε)
  refine ⟨δ, hδ, fun x hx => ?_⟩
  have hx' := h (show dist x xs < δ by rwa [Real.dist_eq])
  simp only [smul_eq_mul, hfix, Real.norm_eq_abs] at hx'
  exact hx'

/-- Let the SCF map be differentiable at a fixed point. If the product of the mixing parameter and
the dielectric value there lies strictly between 0 and 2, every orbit of linear mixing that starts
close enough to the fixed point converges to it. -/
theorem converges_of_stable {g : ℝ → ℝ} {xs α : ℝ} (hg : DifferentiableAt ℝ g xs)
    (hfix : g xs = xs) (h0 : 0 < α * dielectric g xs) (h2 : α * dielectric g xs < 2) :
    ∃ δ > 0, ∀ x₀, |x₀ - xs| < δ →
      Tendsto (fun n : ℕ => (mix g α)^[n] x₀) atTop (𝓝 xs) := by
  have hF : mix g α xs = xs := by simp [mix, hfix]
  have hder := mix_hasDerivAt hg α
  have hm : |1 - α * dielectric g xs| < 1 := abs_lt.mpr ⟨by linarith, by linarith⟩
  generalize 1 - α * dielectric g xs = m at hder hm
  obtain ⟨δ, hδ, h⟩ := error_linearisation hder hF
    (show 0 < (1 - |m|) / 2 by linarith)
  have hq0 : 0 ≤ (1 + |m|) / 2 := by positivity
  have hq1 : (1 + |m|) / 2 < 1 := by linarith
  -- one step contracts the error by the factor (1 + |m|) / 2
  have hstep : ∀ x, |x - xs| < δ → |mix g α x - xs| ≤ (1 + |m|) / 2 * |x - xs| := by
    intro x hx
    have t := norm_add_le (mix g α x - xs - (x - xs) * m) ((x - xs) * m)
    rw [sub_add_cancel, norm_mul] at t
    simp only [Real.norm_eq_abs] at t
    nlinarith [t, h x hx]
  refine ⟨δ, hδ, fun x₀ hx₀ => ?_⟩
  have hb : ∀ n : ℕ, |(mix g α)^[n] x₀ - xs| ≤ ((1 + |m|) / 2) ^ n * |x₀ - xs| := by
    intro n
    induction n with
    | zero => simp
    | succ n ih =>
      have hle := mul_le_mul_of_nonneg_right
        (pow_le_one₀ (n := n) hq0 hq1.le) (abs_nonneg (x₀ - xs))
      rw [Function.iterate_succ_apply', pow_succ', mul_assoc]
      exact (hstep _ (by linarith)).trans (mul_le_mul_of_nonneg_left ih hq0)
  rw [tendsto_iff_dist_tendsto_zero]
  refine squeeze_zero (fun n => dist_nonneg)
    (fun n => by rw [Real.dist_eq]; exact hb n) ?_
  simpa using (tendsto_pow_atTop_nhds_zero_of_lt_one hq0 hq1).mul_const |x₀ - xs|

end

end ConvergesOfStable
```

Lean reports:

```
Main.lean:71:36: error: No goals to be solved
Main.lean:72:2: error: Type mismatch: After simplification, term
  Tendsto.mul_const |x₀ - xs| (tendsto_pow_atTop_nhds_zero_of_lt_one hq0 hq1)
 has type
  Tendsto (fun x => ((1 + |m|) / 2) ^ x * |x₀ - xs|) atTop (𝓝 0)
but is expected to have type
  Tendsto (fun n => |(mix g α)^[n] x₀ - xs|) atTop (𝓝 0)
```

Both errors come from the call to `squeeze_zero`, which needs an upper bound that tends to zero. In the failing version nothing had fixed that bound when the `by` block ran, so its goal was an inequality with an unknown right-hand side. After rewriting with `Real.dist_eq`, `rw` tries to close the goal by reflexivity. It succeeded by taking the unknown bound to be the error `|(mix g α)^[n] x₀ - xs|` itself. Hence "No goals to be solved" at `exact hb n`, which was to supply the geometric bound.

The goal left for `simpa` was then that the error itself tends to zero, which is what was to be proved. The term supplied says only that the geometric bound tends to zero, hence the type mismatch.

The repair first proves the limit of the geometric bound as `hlim`, with the same `simpa` line, and passes it to `squeeze_zero`, which settles what the bound is. The inequality is now given by the term `(Real.dist_eq _ _).trans_le (hb n)`, which uses `hb n` directly and has no `rw` to close the goal early.

As a diff, the version that Lean accepts:

```diff
@@ -68,7 +68,8 @@
       exact (hstep _ (by linarith)).trans (mul_le_mul_of_nonneg_left ih hq0)
   rw [tendsto_iff_dist_tendsto_zero]
-  refine squeeze_zero (fun n => dist_nonneg)
-    (fun n => by rw [Real.dist_eq]; exact hb n) ?_
-  simpa using (tendsto_pow_atTop_nhds_zero_of_lt_one hq0 hq1).mul_const |x₀ - xs|
+  have hlim : Tendsto (fun n : ℕ => ((1 + |m|) / 2) ^ n * |x₀ - xs|) atTop (𝓝 0) := by
+    simpa using (tendsto_pow_atTop_nhds_zero_of_lt_one hq0 hq1).mul_const |x₀ - xs|
+  exact squeeze_zero (fun n => dist_nonneg)
+    (fun n => (Real.dist_eq _ _).trans_le (hb n)) hlim
 
 end
```
